# Two coupled Bloch levels: no first-order shift of the lower one across a gap, a kink at degeneracy

Take two states of energy zero, coupled by a real number $t$. The Hamiltonian $\begin{pmatrix}0&t\\t&0\end{pmatrix}$ has eigenvalues $\pm t$, so the lowest is $-|t|$, which has a kink at $t=0$. Now raise the second state to energy 1. The eigenvalues satisfy $E(E-1)=t^2$. Near $E=0$ the second factor is close to $-1$, so $E\approx -t^2$: the lowest level starts out flat. At degeneracy both factors are small together and $E$ is linear in $|t|$; with a gap only one is small and $E$ is quadratic.

The same happens in a model that keeps only two Bloch states, $k$ and $k+q$, with real energies $a$ and $b$. They are coupled by a static perturbation of wavevector $q$ (not a reciprocal lattice vector), real strength $t$ and nonzero complex matrix element $g$.

## The Hamiltonian and its levels

In Lean 4 with Mathlib:

```lean
import Mathlib

open Matrix ComplexConjugate

namespace MonochromaticPerturbation

noncomputable section
```

Mathlib supplies matrices, square roots and derivatives. The `open` line makes the notation for matrices and for the complex conjugate, `conj`, available.

```lean
/-- The Hamiltonian of the two Bloch states `k` and `k+q`, with energies `a` and `b`, coupled by
a monochromatic perturbation of strength `t` and matrix element `g`. -/
def hamiltonian (a b : ℝ) (g : ℂ) (t : ℝ) : Matrix (Fin 2) (Fin 2) ℂ :=
  !![(a : ℂ), (t : ℂ) * conj g; (t : ℂ) * g, (b : ℂ)]
```

This is the matrix
$$H(t)=\begin{pmatrix}a & t\,\bar g\\ t\,g & b\end{pmatrix}.$$
The first basis state is $k$, the second $k+q$, and $g$ is the matrix element from $k$ to $k+q$. An expression such as `(a : ℂ)` reads the real number $a$ as a complex one. Because $a$, $b$ and $t$ are real, $H(t)$ is Hermitian. The perturbation changes the crystal momentum by $\pm q$. We take $q$ not to be a reciprocal lattice vector, so the perturbation has no matrix element between a Bloch state and itself, and $t$ does not appear on the diagonal.

The model keeps two states only, so couplings to $k-q$ or $k+2q$ are absent, and $g$ is fixed: the potential does not respond self-consistently.

```lean
/-- The energy levels: the real numbers `E` for which `H v = E v` has a nonzero solution `v`. -/
def levels (a b : ℝ) (g : ℂ) (t : ℝ) : Set ℝ :=
  {E | ∃ v : Fin 2 → ℂ, v ≠ 0 ∧ hamiltonian a b g t *ᵥ v = (E : ℂ) • v}
```

A real number $E$ is a level if $Hv=Ev$ for some nonzero $v\in\mathbb C^2$. The type `Fin 2 → ℂ` is that of two-component complex vectors, `*ᵥ` applies a matrix to a vector, and `•` multiplies by a scalar. The vector need not be normalised. Since `levels` is a set, it does not record multiplicity.

```lean
/-- The lower branch, as a function of the perturbation strength `t`. -/
def lowerLevel (a b : ℝ) (g : ℂ) (t : ℝ) : ℝ :=
  (a + b) / 2 - √(((b - a) / 2) ^ 2 + t ^ 2 * ‖g‖ ^ 2)

/-- The upper branch, as a function of the perturbation strength `t`. -/
def upperLevel (a b : ℝ) (g : ℂ) (t : ℝ) : ℝ :=
  (a + b) / 2 + √(((b - a) / 2) ^ 2 + t ^ 2 * ‖g‖ ^ 2)
```

With the mean energy $m=(a+b)/2$ and
$$s(t)=\sqrt{\left(\tfrac{b-a}{2}\right)^2+t^2|g|^2},$$
the two branches are $m-s(t)$ and $m+s(t)$. So far these are only formulas; the next theorems connect them with the matrix.

## From the determinant to the two branches

```lean
/-- Secular equation: `E` is an energy level exactly when `(E - a)(E - b) = t²|g|²`. -/
theorem mem_levels_iff (a b : ℝ) (g : ℂ) (t E : ℝ) :
    E ∈ levels a b g t ↔ (E - a) * (E - b) = t ^ 2 * ‖g‖ ^ 2 := by
  have h1 : E ∈ levels a b g t ↔
      (hamiltonian a b g t - (E : ℂ) • (1 : Matrix (Fin 2) (Fin 2) ℂ)).det = 0 := by
    rw [← Matrix.exists_mulVec_eq_zero_iff]
    simp only [levels, Set.mem_ofPred_eq, Matrix.sub_mulVec, Matrix.smul_mulVec,
      Matrix.one_mulVec, sub_eq_zero]
  have hg : conj g * g = (‖g‖ : ℂ) ^ 2 := by
    rw [mul_comm, Complex.mul_conj, Complex.normSq_eq_norm_sq, Complex.ofReal_pow]
  -- the secular determinant is real
  have h2 : (hamiltonian a b g t - (E : ℂ) • (1 : Matrix (Fin 2) (Fin 2) ℂ)).det
      = (((E - a) * (E - b) - t ^ 2 * ‖g‖ ^ 2 : ℝ) : ℂ) := by
    rw [Matrix.det_fin_two]
    simp [hamiltonian]
    linear_combination (-(t : ℂ) ^ 2) * hg
  rw [h1, h2, Complex.ofReal_eq_zero, sub_eq_zero]
```

A nonzero solution of $(H-E)v=0$ exists exactly when the determinant vanishes:
$$0=\det(H-E)=(a-E)(b-E)-t^2\,\bar g g=(E-a)(E-b)-t^2|g|^2.$$
In the proof, `h1` is the determinant criterion, `hg` is $\bar g g=|g|^2$, and `h2` evaluates the determinant and shows that it is real.

```lean
/-- The energy levels are exactly the lower and the upper branch. -/
theorem levels_eq (a b : ℝ) (g : ℂ) (t : ℝ) :
    levels a b g t = {lowerLevel a b g t, upperLevel a b g t} := by
  have hs := Real.sq_sqrt (show 0 ≤ ((b - a) / 2) ^ 2 + t ^ 2 * ‖g‖ ^ 2 by positivity)
  ext E
  rw [mem_levels_iff]
  simp only [Set.mem_insert_iff, Set.mem_singleton_iff]
  constructor
  · intro h
    have h0 : (E - lowerLevel a b g t) * (E - upperLevel a b g t) = 0 := by
      unfold lowerLevel upperLevel
      linear_combination h - hs
    rcases mul_eq_zero.mp h0 with h | h
    · exact Or.inl (sub_eq_zero.mp h)
    · exact Or.inr (sub_eq_zero.mp h)
  · rintro (h | h)
    · rw [h]
      unfold lowerLevel
      linear_combination hs
    · rw [h]
      unfold upperLevel
      linear_combination hs
```

Completing the square gives $(E-a)(E-b)=(E-m)^2-\left(\frac{b-a}{2}\right)^2$. The secular equation therefore becomes $(E-m)^2=s^2$, or
$$(E-m+s)(E-m-s)=0.$$
One factor must vanish, so $E$ is one of the branches; conversely, each branch solves the equation. These are the two directions of the proof. The tactic `linear_combination` checks that the wanted equation follows algebraically from the named ones, here `h` (the secular equation) and `hs` (the square of the root is the radicand).

```lean
/-- The lower branch is the lowest energy level. -/
theorem isLeast_lowerLevel (a b : ℝ) (g : ℂ) (t : ℝ) :
    IsLeast (levels a b g t) (lowerLevel a b g t) := by
  rw [levels_eq]
  refine ⟨Or.inl rfl, ?_⟩
  rintro E (h | h)
  · exact h.ge
  · have h0 := Real.sqrt_nonneg (((b - a) / 2) ^ 2 + t ^ 2 * ‖g‖ ^ 2)
    rw [h]
    unfold lowerLevel upperLevel
    linarith
```

`IsLeast` says that the number belongs to the set and that no member lies below it. Since $s\ge 0$, we have $m-s\le m+s$.

## With a gap: a quadratic shift

```lean
/-- For `a < b` the lower level lies at or below `a`, by at most the second-order shift
`t²|g|²/(b-a)`, and it differs from the second-order energy by at most `t⁴|g|⁴/(b-a)³`. -/
theorem second_order_bounds {a b : ℝ} (hab : a < b) (g : ℂ) (t : ℝ) :
    lowerLevel a b g t ≤ a ∧
    a - t ^ 2 * ‖g‖ ^ 2 / (b - a) ≤ lowerLevel a b g t ∧
    lowerLevel a b g t ≤
      a - t ^ 2 * ‖g‖ ^ 2 / (b - a) + (t ^ 2 * ‖g‖ ^ 2) ^ 2 / (b - a) ^ 3 := by
  have hD : 0 < b - a := sub_pos.mpr hab
  have hne : b - a ≠ 0 := hD.ne'
  have h1 : lowerLevel a b g t ≤ a := by
    have h : (b - a) / 2 ≤ √(((b - a) / 2) ^ 2 + t ^ 2 * ‖g‖ ^ 2) :=
      (Real.le_sqrt' (by linarith)).mpr (le_add_of_nonneg_right (by positivity))
    unfold lowerLevel
    linarith
  have h2 := (mem_levels_iff a b g t _).mp (isLeast_lowerLevel a b g t).1
  generalize lowerLevel a b g t = L at h1 h2 ⊢
  generalize t ^ 2 * ‖g‖ ^ 2 = x at h2 ⊢
  have h0 : 0 ≤ a - L := sub_nonneg.mpr h1
  -- the shift is bounded by its second-order value
  have h3 : a - L ≤ x / (b - a) := by
    rw [le_div_iff₀ hD]
    nlinarith [sq_nonneg (a - L)]
  -- inserting this bound in the secular equation controls the remainder
  have h4 : a - L = x / (b - a) - (a - L) ^ 2 / (b - a) := by
    rw [← sub_div, eq_div_iff hne]
    linear_combination h2
  have h5 : (a - L) ^ 2 / (b - a) ≤ (x / (b - a)) ^ 2 / (b - a) := by
    gcongr
  have h6 : (x / (b - a)) ^ 2 / (b - a) = x ^ 2 / (b - a) ^ 3 := by
    field_simp
  exact ⟨h1, by linarith, by linarith⟩
```

Let $a<b$, and write $L$ for the lower level, $D=b-a$ and $x=t^2|g|^2$. Since $s\ge D/2$, we get $L\le m-D/2=a$, so the downward shift $\delta=a-L$ is nonnegative. The secular equation reads $\delta(\delta+D)=x$, that is,
$$\delta=\frac{x}{D}-\frac{\delta^2}{D}.$$
Dropping the last term gives $\delta\le x/D$. Putting this bound back into that term gives $\delta\ge x/D-x^2/D^3$. Together,
$$a-\frac{x}{D}\;\le\; L\;\le\; a-\frac{x}{D}+\frac{x^2}{D^3},\qquad L\le a.$$
These bounds hold for every real $t$, not only for small ones. The remainder is of fourth order in $t$, so $-|g|^2/(b-a)$ is the exact second-order coefficient.

The code follows the same route: `h1` is $L\le a$, `h2` the secular equation, `h3` the first bound, `h4` the rearranged secular equation, and `h5` and `h6` the estimate of its last term.

```lean
/-- For `a ≠ b` the lower level has no first-order response to the perturbation. -/
theorem hasDerivAt_lowerLevel {a b : ℝ} (hab : a ≠ b) (g : ℂ) :
    HasDerivAt (lowerLevel a b g) 0 0 := by
  have hp : (b - a) / 2 ≠ 0 := div_ne_zero (sub_ne_zero.mpr hab.symm) two_ne_zero
  have h : HasDerivAt (fun t : ℝ => ((b - a) / 2) ^ 2 + t ^ 2 * ‖g‖ ^ 2) 0 0 :=
    (((hasDerivAt_pow 2 (0 : ℝ)).mul_const (‖g‖ ^ 2)).const_add
      (((b - a) / 2) ^ 2)).congr_deriv (by simp)
  have h0 : ((b - a) / 2) ^ 2 + (0 : ℝ) ^ 2 * ‖g‖ ^ 2 ≠ 0 := by simpa using hp
  exact ((h.sqrt h0).const_sub ((a + b) / 2)).congr_deriv (by simp)
```

`HasDerivAt f f' x` means that $f$ has derivative $f'$ at $x$; here both the derivative and the point are 0. The radicand $r(t)=(D/2)^2+t^2|g|^2$ has $r'(0)=0$ and, since $a\ne b$, $r(0)\neq0$. The chain rule gives
$$L'(0)=-\frac{r'(0)}{2\sqrt{r(0)}}=0.$$
The proof supplies these facts as `h` and `h0`. If $a>b$, the statement still holds, with the lower level starting from $b$.

## Without a gap: a kink

```lean
/-- For degenerate states, `a = b`, the two branches are `a - |t||g|` and `a + |t||g|`. -/
theorem degenerate_branches (a : ℝ) (g : ℂ) (t : ℝ) :
    lowerLevel a a g t = a - |t| * ‖g‖ ∧ upperLevel a a g t = a + |t| * ‖g‖ := by
  have h : ((a - a) / 2) ^ 2 + t ^ 2 * ‖g‖ ^ 2 = (|t| * ‖g‖) ^ 2 := by
    rw [mul_pow, sq_abs]
    ring
  unfold lowerLevel upperLevel
  rw [h, Real.sqrt_sq (by positivity)]
  constructor <;> ring
```

For $a=b$ the root is $s=\sqrt{t^2|g|^2}=|t||g|$ and the mean is $a$, so the branches are $a\mp|t||g|$.

```lean
/-- For degenerate states with nonzero coupling `g`, neither branch is differentiable in the
perturbation strength at `t = 0`. -/
theorem degenerate_not_differentiable (a : ℝ) {g : ℂ} (hg : g ≠ 0) :
    ¬ DifferentiableAt ℝ (lowerLevel a a g) 0 ∧ ¬ DifferentiableAt ℝ (upperLevel a a g) 0 := by
  have hn : ‖g‖ ≠ 0 := norm_ne_zero_iff.mpr hg
  -- either branch, shifted and rescaled, is the absolute value
  constructor
  · intro h
    have h2 : DifferentiableAt ℝ (fun t => (a - lowerLevel a a g t) / ‖g‖) 0 :=
      (h.const_sub a).div_const ‖g‖
    have e : (fun t => (a - lowerLevel a a g t) / ‖g‖) = (abs : ℝ → ℝ) := by
      funext t
      rw [(degenerate_branches a g t).1, sub_sub_cancel, mul_div_cancel_right₀ _ hn]
    rw [e] at h2
    exact not_differentiableAt_abs_zero h2
  · intro h
    have h2 : DifferentiableAt ℝ (fun t => (upperLevel a a g t - a) / ‖g‖) 0 :=
      (h.sub_const a).div_const ‖g‖
    have e : (fun t => (upperLevel a a g t - a) / ‖g‖) = (abs : ℝ → ℝ) := by
      funext t
      rw [(degenerate_branches a g t).2, add_sub_cancel_left, mul_div_cancel_right₀ _ hn]
    rw [e] at h2
    exact not_differentiableAt_abs_zero h2
```

If the lower branch $L$ were differentiable at 0, so would be $(a-L(t))/|g|=|t|$, which is false. The upper branch $U$ is treated in the same way through $(U(t)-a)/|g|=|t|$. Dividing by $|g|$ requires $g\ne0$.

The kink comes from ordering the levels by energy: relabelled as $a+t|g|$ and $a-t|g|$, they are two straight lines that cross, an observation the file leaves aside.

## The lowest level, whatever its formula

```lean
/-- Let `g ≠ 0` and let `E t` be the lowest energy level at each strength `t`. If `a < b`, then `E`
has zero slope at `t = 0` and lies within `t²|g|²/(b-a)` below `a`; if `a = b`, the levels are
`a ± |t||g|` and `E` is not differentiable at `t = 0`. -/
theorem monochromatic_response {a b : ℝ} {g : ℂ} (hg : g ≠ 0) {E : ℝ → ℝ}
    (hE : ∀ t, IsLeast (levels a b g t) (E t)) :
    (a < b → HasDerivAt E 0 0 ∧
      ∀ t, a - t ^ 2 * ‖g‖ ^ 2 / (b - a) ≤ E t ∧ E t ≤ a) ∧
    (a = b → (∀ t, levels a b g t = {a - |t| * ‖g‖, a + |t| * ‖g‖}) ∧
      ¬ DifferentiableAt ℝ E 0) := by
  have e : E = lowerLevel a b g :=
    funext fun t => (hE t).unique (isLeast_lowerLevel a b g t)
  rw [e]
  constructor
  · intro hab
    exact ⟨hasDerivAt_lowerLevel hab.ne g, fun t =>
      ⟨(second_order_bounds hab g t).2.1, (second_order_bounds hab g t).1⟩⟩
  · intro hab
    rw [← hab]
    refine ⟨fun t => ?_, (degenerate_not_differentiable a hg).1⟩
    rw [levels_eq, (degenerate_branches a g t).1, (degenerate_branches a g t).2]

end

end MonochromaticPerturbation
```

Here `E` is any function whose value at each $t$ is the least level, as `hE` says. A set has at most one least element, so `E` must equal `lowerLevel`; this is the step `e`. The two cases then follow from the earlier theorems. The assumption $g\neq0$ is needed only for the kink.

In this two-state model, where the perturbation has no diagonal elements, a coupling between non-degenerate states first changes the lower energy at second order, and an expansion of that energy in powers of $t$ about $t=0$ fails when the coupled states are degenerate. Density functional perturbation theory also treats perturbations of a given wavevector, but self-consistently and with more than two states, which this file does not cover.

```lean
#print axioms MonochromaticPerturbation.hasDerivAt_lowerLevel
#print axioms MonochromaticPerturbation.monochromatic_response
```

```
'MonochromaticPerturbation.hasDerivAt_lowerLevel' depends on axioms: [propext, Classical.choice, Quot.sound]
'MonochromaticPerturbation.monochromatic_response' depends on axioms: [propext, Classical.choice, Quot.sound]
```
